# For a unit angular momentum, each block of L·S with |k| ≤ J satisfies a cubic with roots J, −1 and −J − 1

The failing theorem, `coupling_cubic`, concerns an angular momentum L of quantum number J coupled to a unit angular momentum S, with ħ = 1. For total projection k, the operator L·S is written as a real 3 × 3 matrix C, and the theorem states that (C − J)(C + 1)(C + J + 1) = 0, each number standing for that multiple of the identity. J and k may be any real numbers with |k| ≤ J; they need not be integers or half-integers. The attempt writes out the three factors, multiplies them, and tries to show that each entry of the product is zero, using the squares of the off-diagonal elements given by `ladder_sq`.

This version doesn't compile in Lean 4 with Mathlib:

```lean
import Mathlib

open Matrix

namespace HonlLondon

noncomputable section

/-- Off-diagonal element of `L·S` between the projections `m` and `m + 1` of an angular
momentum `J` coupled to a unit angular momentum. -/
def ladder (J m : ℝ) : ℝ := Real.sqrt ((J * (J + 1) - m * (m + 1)) / 2)

/-- The block of `L·S` with total projection `k`, in the basis
`(k-1, +1), (k, 0), (k+1, -1)` of projections of `L` and of the unit angular momentum `S`. -/
def coupling (J k : ℝ) : Matrix (Fin 3) (Fin 3) ℝ :=
  !![k - 1, ladder J (k - 1), 0;
     ladder J (k - 1), 0, ladder J k;
     0, ladder J k, -(k + 1)]

/-- The squares of the two ladder elements in the block of total projection `k`. -/
theorem ladder_sq {J k : ℝ} (hk : |k| ≤ J) :
    ladder J (k - 1) ^ 2 = (J * (J + 1) - k * (k - 1)) / 2 ∧
    ladder J k ^ 2 = (J * (J + 1) - k * (k + 1)) / 2 := by
  obtain ⟨h1, h2⟩ := abs_le.mp hk
  have p : 0 ≤ (J + k) * (J - k + 1) := mul_nonneg (by linarith) (by linarith)
  have q : 0 ≤ (J - k) * (J + k + 1) := mul_nonneg (by linarith) (by linarith)
  unfold ladder
  constructor
  · rw [Real.sq_sqrt (by linarith)]
    ring
  · rw [Real.sq_sqrt (by linarith)]

/-- The coupling matrix satisfies its cubic characteristic equation. -/
theorem coupling_cubic {J k : ℝ} (hk : |k| ≤ J) :
    (coupling J k - J • 1) * ((coupling J k - (-1 : ℝ) • 1) * (coupling J k - (-J - 1) • 1))
      = 0 := by
  obtain ⟨ha, hb⟩ := ladder_sq hk
  have shift : ∀ x : ℝ, coupling J k - x • 1 =
      !![k - 1 - x, ladder J (k - 1), 0;
         ladder J (k - 1), -x, ladder J k;
         0, ladder J k, -(k + 1) - x] := by
    intro x
    ext i j
    fin_cases i <;> fin_cases j <;> simp [coupling]
  have zero : (0 : Matrix (Fin 3) (Fin 3) ℝ) = !![0, 0, 0; 0, 0, 0; 0, 0, 0] := by
    ext i j
    fin_cases i <;> fin_cases j <;> rfl
  rw [shift, shift, shift, Matrix.mul_fin_three, Matrix.mul_fin_three, zero]
  generalize ladder J (k - 1) = a at *
  generalize ladder J k = b at *
  -- each entry vanishes by the two ladder relations
  congr! 4 <;> first
    | ring1
    | linear_combination (2 * k) * ha
    | linear_combination a * ha + a * hb
    | linear_combination (k + 1) * ha + (1 - k) * hb
    | linear_combination b * ha + b * hb
    | linear_combination (-2 * k) * hb

end

end HonlLondon
```

The compiler's answer:

```
Main.lean:58:26: error(lean.synthInstanceFailed): failed to synthesize instance of type class
  HMul (Fin 1 → ℝ) ℝ ?m.3811

Hint: Type class instance resolution failures can be inspected with the `set_option trace.Meta.synthInstance true` command.
Main.lean:58:26: error(lean.synthInstanceFailed): failed to synthesize instance of type class
  HMul (Fin 2 → ℝ) ℝ ?m.3842

Hint: Type class instance resolution failures can be inspected with the `set_option trace.Meta.synthInstance true` command.
Main.lean:58:26: error(lean.synthInstanceFailed): failed to synthesize instance of type class
  HMul (Fin 3 → ℝ) ℝ ?m.3842

Hint: Type class instance resolution failures can be inspected with the `set_option trace.Meta.synthInstance true` command.
```

Cause. All three messages come from `congr! 4`, which stops before it has reached every entry. A matrix written with `!![...]` is a nested list of rows, each itself nested, and four levels of descent leave some goals as equations between whole vectors, of types `Fin 1 → ℝ`, `Fin 2 → ℝ` and `Fin 3 → ℝ`. On these goals every alternative of `first` fails, and Lean reports the error from the last. There `linear_combination` reads `-2` as a vector, to match the goal, and Lean finds no multiplication of that vector by the real number `k`.

The repair adds `entries`, which says that a 3 × 3 matrix equals the zero matrix if its nine entries are zero. `apply entries` therefore leaves nine equations between real numbers, which `ring1` and `linear_combination` can prove.

The other changes are tidying: the `generalize` lines go, so the off-diagonal elements are written out in full instead of as `a` and `b`, and the comment is reworded.

Fix (accepted with no message):

```diff
@@ -46,14 +46,17 @@
     ext i j
     fin_cases i <;> fin_cases j <;> rfl
+  have entries : ∀ a b c d e f g h i : ℝ, a = 0 → b = 0 → c = 0 → d = 0 → e = 0 → f = 0 →
+      g = 0 → h = 0 → i = 0 →
+      !![a, b, c; d, e, f; g, h, i] = !![0, 0, 0; 0, 0, 0; 0, 0, 0] := by
+    rintro _ _ _ _ _ _ _ _ _ rfl rfl rfl rfl rfl rfl rfl rfl rfl
+    rfl
   rw [shift, shift, shift, Matrix.mul_fin_three, Matrix.mul_fin_three, zero]
-  generalize ladder J (k - 1) = a at *
-  generalize ladder J k = b at *
-  -- each entry vanishes by the two ladder relations
-  congr! 4 <;> first
+  -- each entry vanishes identically or by the ladder relations
+  apply entries <;> first
     | ring1
     | linear_combination (2 * k) * ha
-    | linear_combination a * ha + a * hb
+    | linear_combination ladder J (k - 1) * ha + ladder J (k - 1) * hb
     | linear_combination (k + 1) * ha + (1 - k) * hb
-    | linear_combination b * ha + b * hb
+    | linear_combination ladder J k * ha + ladder J k * hb
     | linear_combination (-2 * k) * hb
 
```
